# The off-diagonal Green function of a finite chain with symmetric hopping in terms of determinants

An electron is injected at one site of a molecular wire, and we ask for its amplitude at another, at a given (possibly complex) energy $z$. For non-interacting electrons on a finite chain with one orbital per site, orthonormal orbitals and nearest-neighbour hopping, the answer is an element of $G=(z-T)^{-1}$. The matrix $T$ has on-site energies $a_k$ on its diagonal and hoppings $b_k$ between sites $k$ and $k+1$, with sites numbered $0,\dots,n-1$.

Write $D=\det(z-T)$, $L_k$ for the characteristic determinant at $z$ of the sites before $k$, and $R_k$ for that of the sites after $k$; an empty segment has determinant one. If $D\neq0$ and $i\le j$, then
$$G_{ij}\,D=b_i\cdots b_{j-1}\,L_i\,R_j .$$

## Solving for the response to one source

Expand the determinant of a segment along its first row. The diagonal entry $z-a_s$ multiplies the determinant without site $s$. The entry $-b_s$ has a minor whose first column contains only $-b_s$, so it contributes $-b_s^2$ times the determinant without the first two sites. Let $r_k$ belong to sites $k,\dots,n-1$, so that $R_k=r_{k+1}$, and set $r_n=1$, $r_{n+1}=0$. The chain has no hopping $b_{n-1}$; below it only multiplies zero, so it may be given any value. Then, for $k<n$,
$$r_k=(z-a_k)r_{k+1}-b_k^2r_{k+2},\qquad r_0=D.$$
Expansion at the last site gives likewise
$$L_{k+2}=(z-a_{k+1})L_{k+1}-b_k^2L_k,\qquad L_0=1,\quad L_1=z-a_0.$$

The discrete Wronskian $W_k=L_{k+1}r_{k+1}-b_k^2L_kr_{k+2}$ is constant, since
$$W_{k+1}=L_{k+1}\left[(z-a_{k+1})r_{k+2}-b_{k+1}^2r_{k+3}\right]-b_k^2L_kr_{k+2}=W_k,$$
and $W_0=(z-a_0)r_1-b_0^2r_2=D$.

For a source at site $J$, define
$$g_k=\begin{cases}b_k\cdots b_{J-1}\,L_k\,r_{J+1},&k\le J,\\ b_J\cdots b_{k-1}\,L_J\,r_{k+1},&k\ge J.\end{cases}$$
Row $p$ of $(z-T)g$ is $(z-a_p)g_p-b_{p-1}g_{p-1}-b_pg_{p+1}$, without the middle term when $p=0$. At $p=n-1$ the last term is zero, because the formula for $g_n$ contains $r_{n+1}=0$.

- For $p<J$ it is $b_p\cdots b_{J-1}\,r_{J+1}\left[(z-a_p)L_p-b_{p-1}^2L_{p-1}-L_{p+1}\right]=0$; at $p=0$ the bracket is $z-a_0-L_1=0$.
- For $p>J$ it is $b_J\cdots b_{p-1}\,L_J\left[(z-a_p)r_{p+1}-r_p-b_p^2r_{p+2}\right]=0$.
- For $p=J$ the left recurrence turns it into $L_{J+1}r_{J+1}-b_J^2L_Jr_{J+2}=W_J=D$.

Hence $(z-T)g=D\,e_J$, where $e_J$ is the unit vector at $J$. Applying $G$ gives $g_i=G_{iJ}D$, which is the formula for $J=j$.

## Chains and their segments in Lean

The energies, the hoppings and $z$ lie in an arbitrary field `K`. The sequences `a` and `b` are indexed by all natural numbers, but only the entries inside the chain matter.

```lean
import Mathlib

open Matrix Finset

namespace ChainGreenFunction

variable {K : Type*} [Field K] (a b : ℕ → K) (z : K)
```

The hopping enters with a plus sign, whereas many texts write $-t$.

```lean
/-- Matrix element between sites `p` and `q`: on-site energy `a p` on the diagonal,
hopping `b p` between sites `p` and `p + 1`, zero otherwise. -/
def hop (p q : ℕ) : K :=
  if p = q then a p else if p + 1 = q then b p else if q + 1 = p then b q else 0

/-- Hamiltonian of the `m` consecutive sites that start at site `s`. -/
def chain (s m : ℕ) : Matrix (Fin m) (Fin m) K :=
  Matrix.of fun i j => hop a b (s + i) (s + j)
```

In `charDet a b z s m`, `s` is the first site and `m` the number of sites. Thus $L_i$ is `charDet a b z 0 i`, and $R_j$ is `charDet a b z (j + 1) (n - (j + 1))`.

```lean
/-- Characteristic determinant at `z` of the `m` sites that start at site `s`. -/
def charDet (s m : ℕ) : K := (z • (1 : Matrix (Fin m) (Fin m) K) - chain a b s m).det

/-- Green function `(z - T)⁻¹` of the chain of `n` sites, for `z` with `det (z - T) ≠ 0`. -/
noncomputable def green (n : ℕ) : Matrix (Fin n) (Fin n) K :=
  (z • (1 : Matrix (Fin n) (Fin n) K) - chain a b 0 n)⁻¹
```

The next theorem shows that this description includes every symmetric tridiagonal matrix. Over the complex numbers, symmetric means $T_{ij}=T_{ji}$ without conjugation, so a Hermitian chain with complex hopping phases does not have this form.

```lean
/-- Every symmetric tridiagonal matrix is the Hamiltonian of a chain. -/
theorem exists_eq_chain {n : ℕ} (T : Matrix (Fin n) (Fin n) K) (hs : ∀ i j, T i j = T j i)
    (ht : ∀ i j : Fin n, (i : ℕ) + 1 < j → T i j = 0) : ∃ a b : ℕ → K, T = chain a b 0 n := by
  refine ⟨fun k => if h : k < n then T ⟨k, h⟩ ⟨k, h⟩ else 0,
    fun k => if h : k + 1 < n then T ⟨k, by omega⟩ ⟨k + 1, h⟩ else 0, ?_⟩
  ext i j
  by_cases h1 : i = j
  · subst h1
    simp [chain, hop]
  have h1' : (i : ℕ) ≠ j := fun h => h1 (Fin.ext h)
  by_cases h2 : (i : ℕ) + 1 = j
  · simp [chain, hop, h1', h2]
  by_cases h3 : (j : ℕ) + 1 = i
  · rw [hs i j]
    simp [chain, hop, h1', h2, h3]
  have h0 : T i j = 0 := by
    rcases lt_or_gt_of_ne h1' with h | h
    · exact ht i j (by omega)
    · rw [hs i j]
      exact ht j i (by omega)
  simp [chain, hop, h0, h1', h2, h3]
```

## Recurrences from both ends

The Laplace expansion is done for a chain's own determinant; `B` is the minor belonging to the first bond.

```lean
/-- Laplace expansion of the determinant of a chain at its first site. -/
theorem det_chain (s m : ℕ) : (chain a b s (m + 2)).det =
    a s * (chain a b (s + 1) (m + 1)).det - b s ^ 2 * (chain a b (s + 2) m).det := by
  have far : ∀ p q, p + 1 < q ∨ q + 1 < p → hop a b p q = 0 := by
    intro p q h
    unfold hop
    rw [if_neg (by omega), if_neg (by omega), if_neg (by omega)]
  have h0 : (chain a b s (m + 2)).submatrix Fin.succ (Fin.succAbove 0)
      = chain a b (s + 1) (m + 1) := by
    ext i j
    simp only [chain, submatrix_apply, of_apply, Fin.succAbove_zero, Fin.val_succ]
    congr 1 <;> omega
  have r0 : chain a b s (m + 2) 0 0 = a s := by simp [chain, hop]
  have r1 : chain a b s (m + 2) 0 (Fin.succ 0) = b s := by simp [chain, hop]
  have r2 : ∀ i : Fin m, chain a b s (m + 2) 0 i.succ.succ = 0 := by
    intro i
    simp only [chain, of_apply, Fin.val_succ, Fin.val_zero]
    exact far _ _ (by omega)
  -- the minor that belongs to the first bond
  obtain ⟨B, hB⟩ : ∃ B, B = (chain a b s (m + 2)).submatrix Fin.succ
    (Fin.succ (0 : Fin (m + 1))).succAbove := ⟨_, rfl⟩
  have h1 : B.submatrix (Fin.succAbove 0) Fin.succ = chain a b (s + 2) m := by
    ext i j
    simp only [hB, chain, submatrix_apply, of_apply, Fin.succ_succAbove_succ,
      Fin.succAbove_zero, Fin.val_succ]
    congr 1 <;> omega
  have b0 : B 0 0 = b s := by
    simp only [hB, chain, submatrix_apply, of_apply, Fin.succ_succAbove_zero, Fin.val_succ,
      Fin.val_zero, add_zero, zero_add]
    unfold hop
    rw [if_neg (by omega), if_neg (by omega), if_pos rfl]
  have b1 : ∀ i : Fin m, B i.succ 0 = 0 := by
    intro i
    simp only [hB, chain, submatrix_apply, of_apply, Fin.succ_succAbove_zero, Fin.val_succ,
      Fin.val_zero]
    exact far _ _ (by omega)
  have h2 : B.det = b s * (chain a b (s + 2) m).det := by
    rw [det_succ_column_zero, Fin.sum_univ_succ, h1, b0]
    simp only [b1, mul_zero, zero_mul, sum_const_zero, Fin.val_zero, pow_zero, one_mul, add_zero]
  rw [det_succ_row_zero, Fin.sum_univ_succ, Fin.sum_univ_succ, h0, ← hB, h2, r0, r1]
  simp only [r2, mul_zero, zero_mul, sum_const_zero, Fin.val_succ, Fin.val_zero, pow_zero]
  ring
```

Since $z-T$ is a chain with energies $z-a_k$ and hoppings $-b_k$, the recurrence carries over.

```lean
/-- Three-term recurrence that removes the first site of a segment. -/
theorem charDet_first (s m : ℕ) : charDet a b z s (m + 2) =
    (z - a s) * charDet a b z (s + 1) (m + 1) - b s ^ 2 * charDet a b z (s + 2) m := by
  -- `z - T` is itself a chain, with energies `z - a` and hoppings `-b`
  have e : ∀ s m, z • (1 : Matrix (Fin m) (Fin m) K) - chain a b s m
      = chain (fun p => z - a p) (fun p => -b p) s m := by
    intro s m
    ext i j
    by_cases h : i = j
    · subst h
      simp [chain, hop]
    · have h' : s + (i : ℕ) ≠ s + j := fun e => h (Fin.ext (by omega))
      simp only [chain, hop, Matrix.sub_apply, Matrix.smul_apply, one_apply_ne h, of_apply,
        if_neg h', smul_zero, zero_sub]
      split_ifs <;> simp
  simp only [charDet, e]
  rw [det_chain]
  ring

/-- The empty segment has determinant one, a single site has `z - a s`. -/
theorem charDet_small (s : ℕ) : charDet a b z s 0 = 1 ∧ charDet a b z s 1 = z - a s := by
  constructor
  · rw [charDet, det_fin_zero]
  · rw [charDet, det_fin_one]
    simp [chain, hop]
```

For the last site, Lean replaces the second expansion by a two-step induction on the segment length, using `charDet_first`.

```lean
/-- Three-term recurrence that removes the last site of a segment. -/
theorem charDet_last (s m : ℕ) : charDet a b z s (m + 2) =
    (z - a (s + m + 1)) * charDet a b z s (m + 1) - b (s + m) ^ 2 * charDet a b z s m := by
  have c0 := fun s => (charDet_small a b z s).1
  have c1 := fun s => (charDet_small a b z s).2
  have c2 : ∀ s, charDet a b z s 2 = (z - a s) * (z - a (s + 1)) - b s ^ 2 := fun s =>
    (charDet_first a b z s 0).trans (by simp only [zero_add, c0, c1, mul_one])
  have key : ∀ m s t, s + m = t → charDet a b z s (m + 2) =
      (z - a (t + 1)) * charDet a b z s (m + 1) - b t ^ 2 * charDet a b z s m := by
    intro m
    induction m using Nat.twoStepInduction with
    | zero =>
      intro s t h
      obtain rfl : t = s := by omega
      simp only [zero_add, c0, c1, c2]
      ring
    | one =>
      intro s t h
      obtain rfl : t = s + 1 := by omega
      rw [charDet_first]
      simp only [Nat.reduceAdd, c1, c2]
      ring
    | more m ih0 ih1 =>
      intro s t h
      linear_combination charDet_first a b z s (m + 2) + (z - a s) * ih1 (s + 1) t (by omega)
        - b s ^ 2 * ih0 (s + 2) t (by omega) - (z - a (t + 1)) * charDet_first a b z s (m + 1)
        + b t ^ 2 * charDet_first a b z s m
  exact key m s _ rfl
```

## Building the column

`hop_row` evaluates one row of $Tg$. The condition $g_n=0$ lets the last site be treated like an interior one.

```lean
/-- Action of the chain Hamiltonian on an amplitude `g` that vanishes just beyond the last
site: each site couples to itself and to its neighbours. -/
theorem hop_row (g : ℕ → K) (n : ℕ) (hg : g n = 0) :
    (0 < n → ∑ k ∈ range n, hop a b 0 k * g k = a 0 * g 0 + b 0 * g 1) ∧
    ∀ p, p + 1 < n → ∑ k ∈ range n, hop a b (p + 1) k * g k =
      b p * g p + a (p + 1) * g (p + 1) + b (p + 1) * g (p + 1 + 1) := by
  have pad : ∀ p, ∑ k ∈ range n, hop a b p k * g k
      = ∑ k ∈ range (n + 1), hop a b p k * g k := by
    intro p
    rw [sum_range_succ, hg, mul_zero, add_zero]
  constructor
  · intro hn
    have e : ∀ k, hop a b 0 k * g k =
        (if k = 0 then a 0 * g 0 else 0) + (if k = 1 then b 0 * g 1 else 0) := by
      intro k
      unfold hop
      split_ifs <;> first | contradiction | omega | (subst_vars; simp)
    rw [pad]
    simp only [e, sum_add_distrib, sum_ite_eq', mem_range]
    rw [if_pos (by omega), if_pos (by omega)]
  · intro p hp
    have e : ∀ k, hop a b (p + 1) k * g k = (if k = p then b p * g p else 0)
        + (if k = p + 1 then a (p + 1) * g (p + 1) else 0)
        + (if k = p + 1 + 1 then b (p + 1) * g (p + 1 + 1) else 0) := by
      intro k
      unfold hop
      split_ifs <;> first | omega | (subst_vars; simp)
    rw [pad]
    simp only [e, sum_add_distrib, sum_ite_eq', mem_range]
    rw [if_pos (by omega), if_pos (by omega), if_pos (by omega)]
```

In `exists_response`, `lrec` and `rrec` are the two recurrences and `wron` is the constancy of $W_k$. The three cases of `lt_trichotomy` are the rows before, at and after the source, with row 0 handled separately. For the rows after row 0, `linear_combination` names the identities used: `lrec` before the source, `rrec` after it, and `wron` with `lrec` at the source.

```lean
/-- A source of strength `det (z - T)` at site `J` has a response whose amplitude at each
site `k ≤ J` is the product of the hoppings between, the left and the right determinant. -/
theorem exists_response (n J : ℕ) (hJ : J < n) : ∃ g : ℕ → K,
    (∀ k ≤ J, g k = (∏ x ∈ Ico k J, b x) * charDet a b z 0 k
      * charDet a b z (J + 1) (n - (J + 1))) ∧
    ∀ p < n, z * g p - ∑ k ∈ range n, hop a b p k * g k =
      if p = J then charDet a b z 0 n else 0 := by
  obtain ⟨l, hl⟩ : ∃ l : ℕ → K, ∀ k, l k = charDet a b z 0 k := ⟨_, fun _ => rfl⟩
  obtain ⟨r, hr⟩ : ∃ r : ℕ → K, ∀ k, r k = if k ≤ n then charDet a b z k (n - k) else 0 :=
    ⟨_, fun _ => rfl⟩
  have l0 : l 0 = 1 := (hl 0).trans (charDet_small a b z 0).1
  have l1 : l 1 = z - a 0 := (hl 1).trans (charDet_small a b z 0).2
  have lrec : ∀ k, l (k + 1 + 1) = (z - a (k + 1)) * l (k + 1) - b k ^ 2 * l k := by
    intro k
    have h := charDet_last a b z 0 k
    rw [zero_add] at h
    simp only [hl]
    exact h
  have hD : r 0 = charDet a b z 0 n := by rw [hr, if_pos (Nat.zero_le n), Nat.sub_zero]
  have rrec : ∀ k < n, r k = (z - a k) * r (k + 1) - b k ^ 2 * r (k + 1 + 1) := by
    intro k hk
    rw [hr k, hr (k + 1), hr (k + 1 + 1), if_pos (by omega), if_pos (by omega)]
    obtain h | h : k + 1 = n ∨ k + 2 ≤ n := by omega
    · rw [if_neg (by omega), show n - k = 1 by omega, show n - (k + 1) = 0 by omega,
        (charDet_small a b z k).2, (charDet_small a b z (k + 1)).1]
      ring
    · obtain ⟨m, hm⟩ : ∃ m, n - k = m + 2 := ⟨n - k - 2, by omega⟩
      rw [if_pos (by omega), hm, show n - (k + 1) = m + 1 by omega,
        show n - (k + 1 + 1) = m by omega]
      exact charDet_first a b z k m
  -- the discrete Wronskian is the same at every bond
  have wron : ∀ k < n, l (k + 1) * r (k + 1) - b k ^ 2 * l k * r (k + 1 + 1) = r 0 := by
    intro k
    induction k with
    | zero =>
      intro h
      have w := rrec 0 h
      simp only [zero_add] at w ⊢
      rw [l0, l1, w]
      ring
    | succ k ih =>
      intro h
      linear_combination ih (by omega) + r (k + 1 + 1) * lrec k - l (k + 1) * rrec (k + 1) h
  obtain ⟨g, hle, hge⟩ : ∃ g : ℕ → K,
      (∀ k ≤ J, g k = (∏ x ∈ Ico k J, b x) * l k * r (J + 1)) ∧
      ∀ k, J ≤ k → g k = (∏ x ∈ Ico J k, b x) * l J * r (k + 1) := by
    refine ⟨fun k => if k ≤ J then (∏ x ∈ Ico k J, b x) * l k * r (J + 1)
      else (∏ x ∈ Ico J k, b x) * l J * r (k + 1), fun k hk => if_pos hk, fun k hk => ?_⟩
    obtain h | h := hk.eq_or_lt
    · subst h
      simp
    · exact if_neg (by omega)
  have gn : g n = 0 := by rw [hge n hJ.le, hr (n + 1), if_neg (by omega), mul_zero]
  have up : ∀ k, J ≤ k → ∏ x ∈ Ico J (k + 1), b x = (∏ x ∈ Ico J k, b x) * b k :=
    fun k h => prod_Ico_succ_top h b
  have dn : ∀ k, k < J → ∏ x ∈ Ico k J, b x = b k * ∏ x ∈ Ico (k + 1) J, b x :=
    fun k h => prod_eq_prod_Ico_succ_bot h b
  refine ⟨g, fun k hk => ?_, fun p hp => ?_⟩
  · rw [hle k hk, hl, hr, if_pos (by omega)]
  rcases p with _ | p
  · rw [(hop_row a b g n gn).1 hp]
    rcases Nat.eq_zero_or_pos J with rfl | h
    · have w := rrec 0 hp
      have q : ∏ x ∈ Ico 0 1, b x = b 0 := by simp
      rw [if_pos rfl, hge 0 le_rfl, hge 1 (by omega), q, Ico_self, prod_empty, l0, ← hD]
      simp only [zero_add] at w ⊢
      linear_combination -w
    · rw [if_neg (by omega), hle 0 h.le, hle 1 h, dn 0 h, l0, l1]
      simp only [zero_add]
      ring
  · rw [(hop_row a b g n gn).2 p hp]
    rcases lt_trichotomy (p + 1) J with h | h | h
    · rw [if_neg (by omega), hle p (by omega), hle (p + 1) h.le, hle (p + 1 + 1) h,
        dn p (by omega), dn (p + 1) h]
      linear_combination
        -(b (p + 1) * (∏ x ∈ Ico (p + 1 + 1) J, b x) * r (J + 1)) * lrec p
    · subst h
      rw [if_pos rfl, hle p (by omega), hle (p + 1) le_rfl, hge (p + 1 + 1) (by omega),
        dn p (by omega), up (p + 1) le_rfl, Ico_self, prod_empty, ← hD]
      linear_combination wron (p + 1) hp - r (p + 1 + 1) * lrec p
    · rw [if_neg (by omega), hge p (by omega), hge (p + 1) (by omega),
        hge (p + 1 + 1) (by omega), up (p + 1) (by omega), up p (by omega)]
      linear_combination -((∏ x ∈ Ico J p, b x) * b p * l J) * rrec (p + 1) hp
```

## The Green function, its zeros and its factorisation

`green_mul_det` rewrites the row equations as a matrix acting on a vector, then applies the inverse.

```lean
/-- Off-diagonal Green function: if `det (z - T) ≠ 0` and `i ≤ j`, then `G i j` times
`det (z - T)` is the product of the hoppings from `i` to `j`, the characteristic determinant
of the sites before `i` and that of the sites after `j`. -/
theorem green_mul_det {n : ℕ} (i j : Fin n) (hij : i ≤ j) (hdet : charDet a b z 0 n ≠ 0) :
    green a b z n i j * charDet a b z 0 n = (∏ k ∈ Ico (i : ℕ) j, b k)
      * charDet a b z 0 i * charDet a b z (j + 1) (n - (j + 1)) := by
  obtain ⟨g, hle, hg⟩ := exists_response a b z n j j.isLt
  have hA : (z • (1 : Matrix (Fin n) (Fin n) K) - chain a b 0 n) *ᵥ (fun k : Fin n => g k)
      = Pi.single j (charDet a b z 0 n) := by
    ext p
    have h := hg p p.isLt
    rw [Finset.sum_range] at h
    simp only [mulVec, dotProduct, Matrix.sub_apply, Matrix.smul_apply, one_apply,
      smul_eq_mul, sub_mul, sum_sub_distrib, mul_ite, ite_mul, mul_one, mul_zero, zero_mul, sum_ite_eq, mem_univ,
      if_true, chain, of_apply, zero_add, Pi.single_apply]
    simp only [Fin.val_inj] at h
    convert h
  have hu : IsUnit (z • (1 : Matrix (Fin n) (Fin n) K) - chain a b 0 n).det :=
    isUnit_iff_ne_zero.mpr hdet
  calc green a b z n i j * charDet a b z 0 n
      = (green a b z n *ᵥ Pi.single j (charDet a b z 0 n)) i := by
        simp [mulVec, dotProduct, Pi.single_apply]
    _ = g i := by rw [← hA, green, mulVec_mulVec, nonsing_inv_mul _ hu, one_mulVec]
    _ = _ := hle i hij
```

The condition $D\ne0$ is needed already for one site with $a_0=z$: the left side is then $0$, whatever value the inverse is given, while the right side is $L_0R_0=1$.

A product in a field vanishes exactly when a factor does, which locates the zeros of $G_{ij}$. In this finite, non-interacting model, the end-to-end element used in transmission calculations has $L_0=R_{n-1}=1$, so it vanishes only if a bond is cut.

```lean
/-- Zeros of the Green function: if `det (z - T) ≠ 0` and `i ≤ j`, then `G i j` vanishes exactly
when a hopping between `i` and `j`, the left determinant or the right determinant vanishes. -/
theorem green_eq_zero_iff {n : ℕ} (i j : Fin n) (hij : i ≤ j) (hdet : charDet a b z 0 n ≠ 0) :
    green a b z n i j = 0 ↔ (∃ k, (i : ℕ) ≤ k ∧ k < j ∧ b k = 0) ∨
      charDet a b z 0 i = 0 ∨ charDet a b z (j + 1) (n - (j + 1)) = 0 := by
  have h := green_mul_det a b z i j hij hdet
  have e : green a b z n i j = 0 ↔ (∏ k ∈ Ico (i : ℕ) j, b k)
      * charDet a b z 0 i * charDet a b z (j + 1) (n - (j + 1)) = 0 := by
    rw [← h, mul_eq_zero, or_iff_left hdet]
  rw [e, mul_eq_zero, mul_eq_zero, prod_eq_zero_iff]
  simp only [mem_Ico, and_assoc, or_assoc]
```

For $i\le k\le j$, the hopping product splits at $k$, and both $G_{ij}G_{kk}D^2$ and $G_{ik}G_{kj}D^2$ equal $b_i\cdots b_{j-1}L_iR_jL_kR_k$. Cancelling $D^2$ gives the factorisation. Here the hypothesis is that `G` is a right inverse of $z-T$, from which $D\neq0$ follows.

```lean
/-- Factorisation at an intermediate site: if `G` inverts `z - T` and `i ≤ k ≤ j`, then
`G i j * G k k = G i k * G k j`. -/
theorem green_factor {n : ℕ} (G : Matrix (Fin n) (Fin n) K)
    (hG : (z • (1 : Matrix (Fin n) (Fin n) K) - chain a b 0 n) * G = 1)
    (i k j : Fin n) (hik : i ≤ k) (hkj : k ≤ j) : G i j * G k k = G i k * G k j := by
  have h1 : charDet a b z 0 n * G.det = 1 := by rw [charDet, ← det_mul, hG, det_one]
  have hdet := left_ne_zero_of_mul_eq_one h1
  have e : green a b z n = G := inv_eq_right_inv hG
  have hij := green_mul_det a b z i j (hik.trans hkj) hdet
  have hkk := green_mul_det a b z k k le_rfl hdet
  have hl := green_mul_det a b z i k hik hdet
  have hr := green_mul_det a b z k j hkj hdet
  rw [e] at hij hkk hl hr
  rw [Ico_self, prod_empty] at hkk
  have P := prod_Ico_consecutive b (show (i : ℕ) ≤ k from hik) (show (k : ℕ) ≤ j from hkj)
  apply mul_right_cancel₀ (mul_ne_zero hdet hdet)
  calc G i j * G k k * (charDet a b z 0 n * charDet a b z 0 n)
      = (G i j * charDet a b z 0 n) * (G k k * charDet a b z 0 n) := by ring
    _ = (G i k * charDet a b z 0 n) * (G k j * charDet a b z 0 n) := by
        rw [hij, hkk, hl, hr, ← P]
        ring
    _ = _ := by ring

end ChainGreenFunction
```

Applying these results to a real wire requires the reduction of its electrons to a non-interacting model with orthonormal orbitals, one per site, and nearest-neighbour hopping, which the theorems take as given.

```lean
#print axioms ChainGreenFunction.exists_eq_chain
#print axioms ChainGreenFunction.green_mul_det
#print axioms ChainGreenFunction.green_eq_zero_iff
#print axioms ChainGreenFunction.green_factor
```

```
'ChainGreenFunction.exists_eq_chain' depends on axioms: [propext, Quot.sound]
'ChainGreenFunction.green_mul_det' depends on axioms: [propext, Classical.choice, Quot.sound]
'ChainGreenFunction.green_eq_zero_iff' depends on axioms: [propext, Classical.choice, Quot.sound]
'ChainGreenFunction.green_factor' depends on axioms: [propext, Classical.choice, Quot.sound]
```
